# Least orbital energy at a degenerate Fermi level: full below, empty above

In the Hückel model of a square four-carbon ring, one level lies lowest, two coincide in the middle and one lies highest. Put two electrons of the same spin into it. The first takes the lowest orbital, but "fill the two lowest orbitals" doesn't say where the second goes. An eigensolver returns some orthonormal basis of the degenerate pair, and the density matrix built from the first two columns depends on that basis. Two correct programs can then disagree on the density matrix while agreeing on the energy, and anyone who expects a unique minimiser will search for a bug. What is needed is the full set of minimisers.

## The minimisers and their derivation

Take finitely many orthonormal orbitals $|p\rangle$ with real energies $e_p$, and let $F=\mathrm{diag}(e_p)$. An admissible density matrix for $k$ fermions is a Hermitian $D$ with $D\ge 0$, $1-D\ge 0$ and $\operatorname{tr}D=k$. Let $\mu$ be a real number, the Fermi level, and write $N_<$ and $N_\le$ for the number of orbitals with $e_p<\mu$ and $e_p\le\mu$. Assume
$$N_<\le k\le N_\le .$$

**Claim.** An admissible $D$ minimises $\operatorname{tr}(FD)$ exactly when $D|p\rangle=|p\rangle$ for every $e_p<\mu$ and $D|p\rangle=0$ for every $e_p>\mu$.

*Occupations.* If $A\ge 0$, write $A=B^\dagger B$. Then $A_{pp}=\|B|p\rangle\|^2\ge 0$, and $A_{pp}=0$ forces $B|p\rangle=0$, hence $A|p\rangle=0$. The converse is immediate. Applied to $D$ and to $1-D$, this gives $0\le D_{pp}\le 1$, with
$$D_{pp}=0\iff D|p\rangle=0,\qquad D_{pp}=1\iff D|p\rangle=|p\rangle .$$

*Energy bound.* Since $\sum_p D_{pp}=k$,
$$\operatorname{tr}(FD)=\sum_p e_pD_{pp}=\mu k+\sum_p(e_p-\mu)D_{pp}\ \ge\ \mu k+\sum_p\min(e_p-\mu,0).$$
The inequality holds term by term. For $e_p<\mu$ the two sides differ by $(e_p-\mu)(D_{pp}-1)\ge0$, which vanishes only at $D_{pp}=1$. For $e_p>\mu$ they differ by $(e_p-\mu)D_{pp}\ge0$, which vanishes only at $D_{pp}=0$. For $e_p=\mu$ both are zero. The sums agree only if all terms agree, so equality holds exactly for the filling in the claim.

*Attainment.* By the counting condition there is a set $S$ of $k$ orbitals that contains all those below $\mu$ and none above. The projector onto $S$ is admissible and reaches the bound. The bound is therefore the minimum, and the minimisers are the matrices with equality. $\square$

In the ring, the middle pair carries one electron in total. The block of $D$ on this pair can be any positive semidefinite $2\times2$ matrix of trace 1. The electron may thus sit in either orbital, in any normalised combination of them, or in a mixture of such states, for example half in each with no off-diagonal entry.

The condition $k\le N_\le$ is needed, and even $k-1\le N_\le$ would not do. Take energies $0$ and $1$, $k=1$ and $\mu=-1$, so that $N_<=N_\le=0$. The minimiser is $\mathrm{diag}(1,0)$, yet the claim would have $D$ annihilate both orbitals.

The same argument gives a neighbouring result for a real electron number $N$ with $N_<\le N\le N_\le$. Only the attaining matrix changes: if there are orbitals at $\mu$, each receives the occupation $(N-N_<)/(N_\le-N_<)$.

## Density matrices and fillings in Lean

The orbitals are labelled by a finite type `n`.

```lean
import Mathlib

open Matrix
open scoped ComplexOrder

namespace DegenerateFermiLevel

variable {n : Type*} [Fintype n] [DecidableEq n]
```

The Fock matrix is written in its own eigenbasis, with real energies stored as complex diagonal entries.

```lean
/-- The Fock matrix in its eigenbasis, with real orbital energies `e p` on the diagonal. -/
def fock (e : n → ℝ) : Matrix n n ℂ := diagonal fun p => (e p : ℂ)
```

Admissibility has three fields. Hermiticity is part of `PosSemidef`, and `hole` expresses the Pauli principle: no orbital holds more than one electron. The number `k` counts electrons: all of them if `n` labels spin orbitals, and those of one spin if `n` labels spatial orbitals.

```lean
/-- An ensemble one-particle density matrix for `k` fermions: `D` and `1 - D` are positive
semidefinite (hence Hermitian) and the trace of `D` is `k`. -/
structure IsEnsemble (k : ℕ) (D : Matrix n n ℂ) : Prop where
  particle : D.PosSemidef
  hole : (1 - D).PosSemidef
  number : D.trace = k
```

The energy is a real part only so that it has type `ℝ`; for Hermitian $D$ the trace is already real.

```lean
/-- The orbital energy of `D`, the real part of `trace (F D)`. -/
def energy (e : n → ℝ) (D : Matrix n n ℂ) : ℝ := (fock e * D).trace.re
```

`IsGround` refers to this orbital energy with $F$ held fixed. It is not the Hartree–Fock total energy, in which $F$ itself depends on $D$.

```lean
/-- `D` minimises the orbital energy among the ensemble density matrices for `k` fermions. -/
def IsGround (e : n → ℝ) (k : ℕ) (D : Matrix n n ℂ) : Prop :=
  IsEnsemble k D ∧ ∀ D', IsEnsemble k D' → energy e D ≤ energy e D'
```

The filling condition is stated through the action on basis vectors; `Pi.single p 1` is $|p\rangle$. It thereby fixes whole columns of $D$, off-diagonal entries included, and leaves orbitals at $\mu$ unconstrained.

```lean
/-- `D` fixes every basis orbital below `μ` and annihilates every basis orbital above `μ`. -/
def FermiFilled (e : n → ℝ) (μ : ℝ) (D : Matrix n n ℂ) : Prop :=
  ∀ p, (e p < μ → D *ᵥ Pi.single p 1 = Pi.single p 1) ∧
    (μ < e p → D *ᵥ Pi.single p 1 = 0)
```

The name `fermiEnergy` departs from textbook use. It denotes the lower bound on the total orbital energy, while the Fermi level is `μ`.

```lean
/-- The energy `μ k` plus the sum of `e p - μ` over the levels below `μ`. -/
noncomputable def fermiEnergy (e : n → ℝ) (μ : ℝ) (k : ℕ) : ℝ :=
  μ * k + ∑ p, min (e p - μ) 0
```

## From diagonal entries to the energy bound

The first lemma is the statement about $A\ge0$. The steps `hs` and `hx` identify $\langle p|A|p\rangle$ with `A p p`. Mathlib's `dotProduct_mulVec_zero_iff` then does the work of the factorisation $A=B^\dagger B$: a zero expectation value means a null vector.

```lean
/-- The diagonal entries of a positive semidefinite matrix have nonnegative real part, and the
matrix annihilates a basis vector exactly when the corresponding diagonal entry has real part zero.
-/
theorem posSemidef_diag {A : Matrix n n ℂ} (hA : A.PosSemidef) (p : n) :
    0 ≤ (A p p).re ∧ (A *ᵥ Pi.single p 1 = 0 ↔ (A p p).re = 0) := by
  have hs : star (Pi.single p 1 : n → ℂ) = Pi.single p 1 := by
    ext q
    by_cases h : q = p
    · subst h; simp
    · simp [h]
  have hx : star (Pi.single p 1 : n → ℂ) ⬝ᵥ A *ᵥ Pi.single p 1 = A p p := by
    rw [hs]; simp
  have h0 := hA.dotProduct_mulVec_nonneg (Pi.single p 1)
  rw [hx, Complex.nonneg_iff] at h0
  refine ⟨h0.1, ?_⟩
  -- a vanishing expectation value of a positive operator means a null vector
  rw [← hA.dotProduct_mulVec_zero_iff, hx]
  exact ⟨fun h => by simp [h], fun h => Complex.ext h h0.2.symm⟩
```

Using it for both `hD.particle` and `hD.hole` gives the range of the occupations and describes both extremes. For the second matrix, $(1-D)|p\rangle=0$ is rewritten as $D|p\rangle=|p\rangle$.

```lean
/-- Occupations of an ensemble density matrix lie between 0 and 1; an orbital is annihilated
exactly when its occupation is 0, and fixed exactly when its occupation is 1. -/
theorem occupation {k : ℕ} {D : Matrix n n ℂ} (hD : IsEnsemble k D) (p : n) :
    0 ≤ (D p p).re ∧ (D p p).re ≤ 1 ∧
      (D *ᵥ Pi.single p 1 = 0 ↔ (D p p).re = 0) ∧
      (D *ᵥ Pi.single p 1 = Pi.single p 1 ↔ (D p p).re = 1) := by
  obtain ⟨h0, hz⟩ := posSemidef_diag hD.particle p
  obtain ⟨h1, ho⟩ := posSemidef_diag hD.hole p
  have hd : ((1 - D) p p).re = 1 - (D p p).re := by simp
  rw [hd] at h1 ho
  rw [Matrix.sub_mulVec, Matrix.one_mulVec, sub_eq_zero, sub_eq_zero] at ho
  exact ⟨h0, by linarith, hz, eq_comm.trans (ho.trans eq_comm)⟩
```

The bound holds for every real `μ`, with no counting condition. In the proof, `hsum` is the trace condition, `hE` shifts the energies by $\mu$, and `hle` is the termwise inequality. `Finset.sum_eq_sum_iff_of_le` turns equality of the sums into equality of all terms, after which the cases below, at and above $\mu$ are treated as in the derivation.

```lean
/-- For every real `μ`, the energy of an ensemble density matrix is at least `fermiEnergy`, with
equality exactly when orbitals below `μ` are fixed and orbitals above `μ` are annihilated. -/
theorem energy_bound (e : n → ℝ) (μ : ℝ) {k : ℕ} {D : Matrix n n ℂ} (hD : IsEnsemble k D) :
    fermiEnergy e μ k ≤ energy e D ∧
      (fermiEnergy e μ k = energy e D ↔ FermiFilled e μ D) := by
  have hsum : ∑ p, (D p p).re = (k : ℝ) := by
    have h := congrArg Complex.re hD.number
    simpa [Matrix.trace] using h
  -- measure the orbital energies from `μ`
  have hE : energy e D = μ * k + ∑ p, (e p - μ) * (D p p).re := by
    rw [← hsum, Finset.mul_sum, ← Finset.sum_add_distrib]
    simp only [energy, fock, Matrix.trace, Matrix.diag_apply, Matrix.diagonal_mul,
      Complex.re_sum, Complex.re_ofReal_mul]
    exact Finset.sum_congr rfl fun p _ => by ring
  have hle : ∀ p ∈ Finset.univ, min (e p - μ) 0 ≤ (e p - μ) * (D p p).re := by
    intro p _
    obtain ⟨h0, h1, _, _⟩ := occupation hD p
    rcases le_total (e p - μ) 0 with h | h
    · rw [min_eq_left h]; nlinarith
    · rw [min_eq_right h]; exact mul_nonneg h h0
  rw [hE, fermiEnergy]
  refine ⟨by linarith [Finset.sum_le_sum hle], ?_⟩
  -- equality of the sums forces equality level by level
  rw [add_right_inj, Finset.sum_eq_sum_iff_of_le hle]
  constructor
  · intro h p
    obtain ⟨_, _, hz, ho⟩ := occupation hD p
    have hp := h p (Finset.mem_univ p)
    refine ⟨fun hlt => ho.2 ?_, fun hgt => hz.2 ?_⟩
    · rw [min_eq_left (by linarith)] at hp
      have h2 : (e p - μ) * ((D p p).re - 1) = 0 := by linear_combination -hp
      rcases mul_eq_zero.1 h2 with h3 | h3 <;> linarith
    · rw [min_eq_right (by linarith)] at hp
      rcases mul_eq_zero.1 hp.symm with h3 | h3 <;> linarith
  · intro h p _
    obtain ⟨_, _, hz, ho⟩ := occupation hD p
    rcases lt_trichotomy (e p) μ with hp | hp | hp
    · rw [min_eq_left (by linarith), ho.1 ((h p).1 hp), mul_one]
    · simp [hp]
    · rw [min_eq_right (by linarith), hz.1 ((h p).2 hp), mul_zero]
```

An admissible matrix with the stated filling reaches a bound that every competitor obeys, so it is a minimiser. This direction needs no counting either.

```lean
/-- An ensemble density matrix that fixes the orbitals below `μ` and annihilates those above `μ`
minimises the energy. -/
theorem isGround_of_filled {e : n → ℝ} {μ : ℝ} {k : ℕ} {D : Matrix n n ℂ}
    (hD : IsEnsemble k D) (hF : FermiFilled e μ D) : IsGround e k D :=
  ⟨hD, fun _ hD' => ((energy_bound e μ hD).2.2 hF).ge.trans (energy_bound e μ hD').1⟩
```

## The minimisers, with and without a gap

The next theorem supplies diagonal examples. Here `fock f` is reused for a diagonal matrix whose entries are occupations $f_p$, not energies. Any $f_p$ between 0 and 1 with the right sum, equal to 1 below $\mu$ and 0 above, gives an admissible and correctly filled matrix. By `isGround_of_filled` it is a minimiser, so fractional occupation of the degenerate shell costs no orbital energy.

```lean
/-- Occupations between 0 and 1 that sum to `k`, equal 1 below `μ` and equal 0 above `μ` define a
diagonal ensemble density matrix with the corresponding orbitals fixed and annihilated. -/
theorem fractional_filled {e f : n → ℝ} {μ : ℝ} {k : ℕ} (h0 : ∀ p, 0 ≤ f p)
    (h1 : ∀ p, f p ≤ 1) (hk : ∑ p, f p = k) (hb : ∀ p, e p < μ → f p = 1)
    (ha : ∀ p, μ < e p → f p = 0) :
    IsEnsemble k (fock f) ∧ FermiFilled e μ (fock f) := by
  have hD : IsEnsemble k (fock f) := by
    refine ⟨?_, ?_, ?_⟩
    · exact Matrix.posSemidef_diagonal_iff.2 fun p => by exact_mod_cast h0 p
    · rw [fock, ← Matrix.diagonal_one, Matrix.diagonal_sub]
      exact Matrix.posSemidef_diagonal_iff.2 fun p => by exact_mod_cast sub_nonneg.2 (h1 p)
    · rw [fock, Matrix.trace_diagonal]
      exact_mod_cast hk
  exact ⟨hD, fun p => ⟨fun h => (occupation hD p).2.2.2.2 (by simp [fock, hb p h]),
    fun h => (occupation hD p).2.2.1.2 (by simp [fock, ha p h])⟩⟩
```

The main theorem takes the counting condition as `hlow` and `hhigh`. They say that `μ` is a Fermi level for `k` electrons. Since `hlow` allows exactly `k` levels below `μ`, a gapped spectrum is included.

`Finset.exists_subsuperset_card_eq` produces the set $S$, and `fractional_filled` with occupations 1 on $S$ and 0 elsewhere gives its projector. A minimiser has energy no higher than this projector and no lower than the bound. It therefore attains the bound, and the equality case of `energy_bound` gives its filling.

```lean
/-- Let at most `k` levels lie below `μ` and at least `k` at or below `μ`. The energy minimisers
are exactly the ensemble density matrices that fix the orbitals below `μ` and annihilate those
above `μ`. -/
theorem isGround_iff {e : n → ℝ} {μ : ℝ} {k : ℕ}
    (hlow : (Finset.univ.filter fun p => e p < μ).card ≤ k)
    (hhigh : k ≤ (Finset.univ.filter fun p => e p ≤ μ).card) (D : Matrix n n ℂ) :
    IsGround e k D ↔ IsEnsemble k D ∧ FermiFilled e μ D := by
  refine ⟨fun h => ⟨h.1, ?_⟩, fun h => isGround_of_filled h.1 h.2⟩
  -- choose `k` levels: all those below `μ`, completed from the Fermi shell
  obtain ⟨S, hS1, hS2, hS⟩ := Finset.exists_subsuperset_card_eq
    (Finset.monotone_filter_right Finset.univ fun p _ (hp : e p < μ) => hp.le) hlow hhigh
  obtain ⟨hD', hF'⟩ := fractional_filled (e := e) (μ := μ) (k := k)
    (f := fun p => if p ∈ S then 1 else 0)
    (fun p => by split_ifs <;> norm_num) (fun p => by split_ifs <;> norm_num)
    (by simp [hS])
    (fun p hp => if_pos (hS1 (Finset.mem_filter.2 ⟨Finset.mem_univ p, hp⟩)))
    (fun p hp => if_neg fun hm => not_le_of_gt hp (Finset.mem_filter.1 (hS2 hm)).2)
  -- this choice attains the bound, so every minimiser does
  have hb := energy_bound e μ h.1
  exact hb.2.1 (le_antisymm hb.1 ((h.2 _ hD').trans ((energy_bound e μ hD').2.2 hF').ge))
```

For non-interacting electrons in a finite basis, this describes all one-particle density matrices of least energy at a fixed electron number. In a self-consistent calculation it applies to one filling step with the current Fock matrix; whether the resulting $D$ reproduces that Fock matrix is a separate question.

Every minimiser also commutes with $F$, however the degenerate shell is occupied. The $(p,q)$ entry of $FD-DF$ is $(e_p-e_q)D_{pq}$, so only pairs with different energies matter. At least one member of such a pair lies away from $\mu$. Its column has no off-diagonal entries, which is `hoff`, and Hermiticity carries this over to the row when necessary.

```lean
/-- With at most `k` levels below `μ` and at least `k` at or below `μ`, every energy minimiser
commutes with the Fock matrix. -/
theorem ground_commutes {e : n → ℝ} {μ : ℝ} {k : ℕ}
    (hlow : (Finset.univ.filter fun p => e p < μ).card ≤ k)
    (hhigh : k ≤ (Finset.univ.filter fun p => e p ≤ μ).card) {D : Matrix n n ℂ}
    (h : IsGround e k D) : fock e * D = D * fock e := by
  obtain ⟨hD, hF⟩ := (isGround_iff hlow hhigh D).1 h
  -- an orbital away from the Fermi level has no coherence with any other orbital
  have hoff : ∀ p q, p ≠ q → e q ≠ μ → D p q = 0 := by
    intro p q hpq hq
    rcases lt_or_gt_of_ne hq with hq | hq
    · simpa [hpq] using congrFun ((hF q).1 hq) p
    · simpa using congrFun ((hF q).2 hq) p
  ext p q
  rw [fock, Matrix.diagonal_mul, Matrix.mul_diagonal]
  by_cases he : e p = e q
  · rw [he, mul_comm]
  · have hpq : p ≠ q := fun h' => he (congrArg e h')
    have hz : D p q = 0 := by
      by_cases hq : e q = μ
      · rw [← hD.particle.isHermitian.apply p q,
          hoff q p hpq.symm fun hp => he (hp.trans hq.symm), star_zero]
      · exact hoff p q hpq hq
    simp [hz]
```

The commutator $[F,D]$ is a common measure of SCF convergence. For a fixed $F$ with a partly filled degenerate shell at the Fermi level, it vanishes at every one of the many minimisers, so it cannot tell them apart. Nor does its vanishing prove that $D$ is a minimiser: a diagonal $D$ with an excited filling commutes with $F$ too.

If exactly `k` levels lie below `μ` and none at it, every column of $D$ is determined. The minimiser is then the Aufbau projector and nothing else. The forward direction reads off the columns from `isGround_iff`; the converse applies `fractional_filled` to occupations 1 below `μ` and 0 above.

```lean
/-- If exactly `k` levels lie below `μ` and none lies at `μ`, the unique energy minimiser is the
projector onto the orbitals below `μ`. -/
theorem gapped_isGround_iff {e : n → ℝ} {μ : ℝ} {k : ℕ}
    (hk : (Finset.univ.filter fun p => e p < μ).card = k) (hgap : ∀ p, e p ≠ μ)
    (D : Matrix n n ℂ) :
    IsGround e k D ↔ D = fock fun p => if e p < μ then 1 else 0 := by
  constructor
  · intro h
    have hhigh : k ≤ (Finset.univ.filter fun p => e p ≤ μ).card := by
      rw [← hk]
      exact Finset.card_le_card
        (Finset.monotone_filter_right Finset.univ fun p _ (hp : e p < μ) => hp.le)
    have hF := ((isGround_iff hk.le hhigh D).1 h).2
    ext p q
    rcases lt_or_gt_of_ne (hgap q) with hq | hq
    · have hc : D p q = (Pi.single q 1 : n → ℂ) p := by
        simpa using congrFun ((hF q).1 hq) p
      by_cases hpq : p = q
      · subst hpq; simp [hc, fock, hq]
      · simp [hc, fock, hpq]
    · have hc : D p q = 0 := by simpa using congrFun ((hF q).2 hq) p
      by_cases hpq : p = q
      · subst hpq; simp [hc, fock, not_lt_of_ge hq.le]
      · simp [hc, fock, hpq]
  · rintro rfl
    obtain ⟨hD, hF⟩ := fractional_filled (e := e) (μ := μ) (k := k)
      (f := fun p => if e p < μ then 1 else 0)
      (fun p => by split_ifs <;> norm_num) (fun p => by split_ifs <;> norm_num)
      (by simp [hk]) (fun p hp => if_pos hp) (fun p hp => if_neg (not_lt_of_ge hp.le))
    exact isGround_of_filled hD hF

end DegenerateFermiLevel
```

```lean
#print axioms DegenerateFermiLevel.energy_bound
#print axioms DegenerateFermiLevel.ground_commutes
#print axioms DegenerateFermiLevel.gapped_isGround_iff
```

```
'DegenerateFermiLevel.energy_bound' depends on axioms: [propext, Classical.choice, Quot.sound]
'DegenerateFermiLevel.ground_commutes' depends on axioms: [propext, Classical.choice, Quot.sound]
'DegenerateFermiLevel.gapped_isGround_iff' depends on axioms: [propext, Classical.choice, Quot.sound]
```
